# Thermal one-electron density matrices of Hermitian H and K differ in Frobenius norm by at most β/4 times that of H − K

At zero temperature, a tiny error in a one-electron Hamiltonian can ruin the density matrix: a level just below the chemical potential is pushed just above it, and its occupation drops from one to zero. A finite temperature smooths the occupations, but the orbitals remain a worry, since a weak perturbation can completely mix two degenerate ones. It is therefore not obvious that smooth occupations are enough to limit how far the density matrix moves.

Let H and K be Hermitian matrices of the same finite size, with energies measured from the chemical potential, and let β ≥ 0 be the inverse temperature 1/(k_B T). With the thermal one-electron density matrix G(H) = (1 + exp(βH))⁻¹, the claim is

tr (G(H) − G(K))² ≤ (β/4)² tr (H − K)²,

whether or not H and K commute. Both traces are squared Frobenius norms, since the matrices being squared are Hermitian. For non-interacting electrons in a finite orthonormal basis, this bounds the effect of, say, discarding small Hamiltonian matrix elements at finite electronic temperature.

## Overlaps between two sets of orbitals

Write H = U diag(a) U† and K = V diag(b) V†, where U and V are unitary with columns u_i and v_j. Since UU† = 1,

1 + exp(βH) = U diag(1 + exp(βa_i)) U†.

The diagonal entries are positive, so the inverse exists:

G(H) = U diag(φ(a_i)) U†, φ(x) = 1/(1 + exp(βx)).

Likewise G(K) = V diag(φ(b_j)) V†.

Now put X = H − K and take its matrix elements between the two sets of orbitals. From u_i†H = a_i u_i† and Kv_j = b_j v_j,

u_i†Xv_j = (a_i − b_j) u_i†v_j.

These are the entries of M = U†XV. Because X is Hermitian and VV† = 1, MM† = U†X²U, so tr X² = tr MM† = Σ_ij |M_ij|². Hence

tr (H − K)² = Σ_ij |u_i†v_j|² (a_i − b_j)².

G(H) has the orbitals of H, and G(K) has those of K, so the same calculation gives

tr (G(H) − G(K))² = Σ_ij |u_i†v_j|² (φ(a_i) − φ(b_j))².

It remains to compare the terms. With E = exp(βx), the slope is φ′(x) = −βE/(1 + E)². Since (1 − E)² ≥ 0 gives 4E ≤ (1 + E)², we have |φ′(x)| ≤ β/4. The mean value inequality yields |φ(a_i) − φ(b_j)| ≤ (β/4)|a_i − b_j|. Squaring, multiplying by the non-negative weights and summing proves the claim.

The double sum must not be replaced by Σ_i (a_i − b_i)². Two matrices with equal levels but different orbitals would then have distance zero, although they can be different matrices.

## Levels, occupations and the matrix exponential

The finite type `n` labels the basis states.

```lean
import Mathlib

open Matrix NormedSpace

namespace ThermalDensityStability

noncomputable section

variable {n : Type*} [Fintype n] [DecidableEq n]
```

The function φ is called `fermi`.

```lean
/-- The Fermi occupation `1 / (1 + exp (β x))` of a level at energy `x`, measured from the
chemical potential. -/
def fermi (β x : ℝ) : ℝ := (1 + Real.exp (β * x))⁻¹
```

`thermal β H` is G(H), built from the actual matrix exponential. That it is the one-particle density matrix of non-interacting fermions in the grand canonical ensemble is the physical identification on which the application rests; here the formula is a definition. The chemical potential is already subtracted in H and K. If it is readjusted to hold the electron number fixed, its shift belongs in H − K.

```lean
/-- The thermal one-particle density matrix `(1 + exp (β H))⁻¹`, for matrices `H` such that
`1 + exp (β H)` is invertible. -/
def thermal (β : ℝ) (H : Matrix n n ℂ) : Matrix n n ℂ :=
  (1 + NormedSpace.exp ((β : ℂ) • H))⁻¹
```

`fromLevels U a` is U diag(a) U†, with `ᴴ` denoting the adjoint.

```lean
/-- The matrix `U diag(a) U†` built from the columns of `U` as orbitals and real levels `a`. -/
def fromLevels (U : Matrix n n ℂ) (a : n → ℝ) : Matrix n n ℂ :=
  U * diagonal (fun i => (a i : ℂ)) * Uᴴ
```

The next lemma gives tr MM† = Σ_ij |M_ij|², entry by entry.

```lean
omit [DecidableEq n] in
/-- The trace of `M M†` is the sum of the squared moduli of the entries of `M`. -/
theorem trace_mul_adjoint (M : Matrix n n ℂ) :
    (M * Mᴴ).trace = ((∑ i, ∑ j, ‖M i j‖ ^ 2 : ℝ) : ℂ) := by
  simp only [Matrix.trace, Matrix.diag_apply, Matrix.mul_apply, Matrix.conjTranspose_apply,
    Complex.ofReal_sum]
  refine Finset.sum_congr rfl fun i _ => Finset.sum_congr rfl fun j _ => ?_
  rw [Complex.star_def, Complex.mul_conj, Complex.normSq_eq_norm_sq]
```

Real levels make `fromLevels U a` Hermitian, for any U.

```lean
/-- A matrix built from orbitals and real levels is Hermitian. -/
theorem fromLevels_isHermitian (U : Matrix n n ℂ) (a : n → ℝ) :
    (fromLevels U a).IsHermitian := by
  have hD : (diagonal (fun i => (a i : ℂ)))ᴴ = diagonal (fun i => (a i : ℂ)) := by
    rw [Matrix.diagonal_conjTranspose]
    congr 1
    funext i
    exact Complex.conj_ofReal _
  unfold Matrix.IsHermitian fromLevels
  rw [Matrix.conjTranspose_mul, Matrix.conjTranspose_mul, Matrix.conjTranspose_conjTranspose,
    hD, Matrix.mul_assoc]
```

Conversely, the spectral theorem supplies orthonormal orbitals and real levels for every Hermitian matrix.

```lean
/-- Every Hermitian matrix is built from orthonormal orbitals and real levels. -/
theorem exists_levels {H : Matrix n n ℂ} (hH : H.IsHermitian) :
    ∃ (U : Matrix n n ℂ) (a : n → ℝ), Uᴴ * U = 1 ∧ H = fromLevels U a := by
  refine ⟨hH.eigenvectorUnitary, hH.eigenvalues,
    Matrix.mem_unitaryGroup_iff'.mp hH.eigenvectorUnitary.2, ?_⟩
  have h := hH.spectral_theorem
  rw [Unitary.conjStarAlgAut_apply] at h
  exact h
```

The following theorem evaluates G(H). `Matrix.exp_conj` takes the exponential through the change of basis, `key` inverts level by level, and `alg` restores the orbitals. The `IsUnit` part matters because Mathlib assigns a value even to the inverse of a singular matrix.

```lean
/-- For `H = fromLevels U a` with orthonormal orbitals, `1 + exp (β H)` is invertible, and the
thermal density matrix has the orbitals of `H` with Fermi occupations. -/
theorem thermal_fromLevels (β : ℝ) {U : Matrix n n ℂ} (hU : Uᴴ * U = 1) (a : n → ℝ) :
    IsUnit (1 + NormedSpace.exp ((β : ℂ) • fromLevels U a)) ∧
      thermal β (fromLevels U a) = fromLevels U (fun i => fermi β (a i)) := by
  have hU' : U * Uᴴ = 1 := mul_eq_one_comm.mp hU
  have hinv : U⁻¹ = Uᴴ := Matrix.inv_eq_left_inv hU
  have hu : IsUnit U :=
    (Matrix.isUnit_iff_isUnit_det U).2 (Matrix.isUnit_det_of_left_inverse hU)
  -- the exponential acts on the levels only
  have hd : diagonal (fun i => ((β * a i : ℝ) : ℂ)) =
      (β : ℂ) • diagonal (fun i => (a i : ℂ)) := by
    ext i j
    by_cases h : i = j <;> simp [h]
  have hs : (β : ℂ) • fromLevels U a =
      U * diagonal (fun i => ((β * a i : ℝ) : ℂ)) * U⁻¹ := by
    rw [hinv, hd, fromLevels, Matrix.mul_smul, Matrix.smul_mul]
  have he : NormedSpace.exp (fun i => ((β * a i : ℝ) : ℂ)) =
      fun i => ((Real.exp (β * a i) : ℝ) : ℂ) := by
    funext i
    rw [Pi.coe_exp, Complex.ofReal_exp, Complex.exp_eq_exp_ℂ]
  -- inversion level by level
  have key : (1 + diagonal (fun i => ((Real.exp (β * a i) : ℝ) : ℂ))) *
      diagonal (fun i => (fermi β (a i) : ℂ)) = 1 := by
    rw [← Matrix.diagonal_one, Matrix.diagonal_add, Matrix.diagonal_mul_diagonal]
    congr 1
    funext i
    have hi : (1 + Real.exp (β * a i)) * fermi β (a i) = 1 :=
      mul_inv_cancel₀ (by positivity)
    exact_mod_cast hi
  have alg : ∀ D F : Matrix n n ℂ, (1 + D) * F = 1 →
      (1 + U * D * Uᴴ) * (U * F * Uᴴ) = 1 := by
    intro D F h
    calc (1 + U * D * Uᴴ) * (U * F * Uᴴ)
        = (U * Uᴴ + U * D * Uᴴ) * (U * F * Uᴴ) := by rw [hU']
      _ = U * ((1 + D) * (Uᴴ * U) * F) * Uᴴ := by noncomm_ring
      _ = 1 := by rw [hU, mul_one, h, mul_one, hU']
  have hmul : (1 + NormedSpace.exp ((β : ℂ) • fromLevels U a)) *
      fromLevels U (fun i => fermi β (a i)) = 1 := by
    rw [hs, Matrix.exp_conj _ _ hu, Matrix.exp_diagonal, hinv, he]
    exact alg _ _ key
  exact ⟨(Matrix.isUnit_iff_isUnit_det _).2 (Matrix.isUnit_det_of_right_inverse hmul),
    Matrix.inv_eq_right_inv hmul⟩
```

## The squared distance as a weighted sum

In `trace_sq_sub`, `(Uᴴ * V) i j` is the overlap u_i†v_j. The step `hM` computes the mixed matrix elements, and `htr` proves tr X² = tr MM†. The right-hand side is a real number viewed as a complex one, so taking `.re` in later statements discards nothing.

```lean
/-- For two sets of orthonormal orbitals, the squared distance of the matrices is the sum of
squared level differences, weighted by the squared orbital overlaps. -/
theorem trace_sq_sub {U V : Matrix n n ℂ} (hU : Uᴴ * U = 1) (hV : Vᴴ * V = 1)
    (a b : n → ℝ) :
    ((fromLevels U a - fromLevels V b) ^ 2).trace =
      ((∑ i, ∑ j, ‖(Uᴴ * V) i j‖ ^ 2 * (a i - b j) ^ 2 : ℝ) : ℂ) := by
  have hU' : U * Uᴴ = 1 := mul_eq_one_comm.mp hU
  have hV' : V * Vᴴ = 1 := mul_eq_one_comm.mp hV
  have hX := ((fromLevels_isHermitian U a).sub (fromLevels_isHermitian V b)).eq
  -- matrix elements of the difference between the two orbital sets
  have hM : ∀ i j, (Uᴴ * (fromLevels U a - fromLevels V b) * V) i j =
      ((a i - b j : ℝ) : ℂ) * (Uᴴ * V) i j := by
    intro i j
    have h : Uᴴ * (fromLevels U a - fromLevels V b) * V =
        (Uᴴ * U) * diagonal (fun i => (a i : ℂ)) * (Uᴴ * V) -
          (Uᴴ * V) * diagonal (fun i => (b i : ℂ)) * (Vᴴ * V) := by
      unfold fromLevels
      noncomm_ring
    rw [h, hU, hV, one_mul, mul_one, Matrix.sub_apply, Matrix.diagonal_mul,
      Matrix.mul_diagonal]
    push_cast
    ring
  generalize fromLevels U a - fromLevels V b = X at hX hM ⊢
  have hadj : (Uᴴ * X * V)ᴴ = Vᴴ * X * U := by
    rw [Matrix.conjTranspose_mul, Matrix.conjTranspose_mul,
      Matrix.conjTranspose_conjTranspose, hX, ← Matrix.mul_assoc]
  have htr : (X ^ 2).trace = ((Uᴴ * X * V) * (Uᴴ * X * V)ᴴ).trace := by
    have h : Uᴴ * X * V * (Vᴴ * X * U) = Uᴴ * (X * (V * Vᴴ) * X * U) := by noncomm_ring
    rw [hadj, h, hV', mul_one, Matrix.trace_mul_comm, Matrix.mul_assoc, hU', mul_one, sq]
  rw [htr, trace_mul_adjoint]
  congr 1
  refine Finset.sum_congr rfl fun i _ => Finset.sum_congr rfl fun j _ => ?_
  rw [hM, norm_mul, Complex.norm_real, mul_pow, Real.norm_eq_abs, sq_abs, mul_comm]
```

The comparison of terms works for any real function `f` with Lipschitz constant `L`. Distances are measured in the Frobenius norm, whose square is tr X² for a Hermitian matrix X.

```lean
/-- If a real function `f` is Lipschitz with constant `L`, then applying it to the levels of two
matrices with orthonormal orbitals stretches their Frobenius distance by a factor of at most `L`. -/
theorem lipschitz_levels {U V : Matrix n n ℂ} (hU : Uᴴ * U = 1) (hV : Vᴴ * V = 1)
    (a b : n → ℝ) (f : ℝ → ℝ) (L : ℝ) (hf : ∀ x y, |f x - f y| ≤ L * |x - y|) :
    ((fromLevels U (fun i => f (a i)) - fromLevels V (fun i => f (b i))) ^ 2).trace.re ≤
      L ^ 2 * ((fromLevels U a - fromLevels V b) ^ 2).trace.re := by
  rw [trace_sq_sub hU hV (fun i => f (a i)) (fun i => f (b i)), trace_sq_sub hU hV a b,
    Complex.ofReal_re, Complex.ofReal_re, Finset.mul_sum]
  refine Finset.sum_le_sum fun i _ => ?_
  rw [Finset.mul_sum]
  refine Finset.sum_le_sum fun j _ => ?_
  have h := pow_le_pow_left₀ (abs_nonneg _) (hf (a i) (b j)) 2
  rw [mul_pow, sq_abs, sq_abs] at h
  linarith [mul_le_mul_of_nonneg_left h (sq_nonneg ‖(Uᴴ * V) i j‖)]
```

## From the slope of the Fermi function to the matrix bound

The derivative φ′ comes from the chain rule and the rule for inverses.

```lean
/-- The slope of the Fermi occupation as a function of energy. -/
private theorem fermi_slope (β x : ℝ) :
    HasDerivAt (fermi β) (-(Real.exp (β * x) * β) / (1 + Real.exp (β * x)) ^ 2) x := by
  have h : HasDerivAt (fun y => Real.exp (β * y)) (Real.exp (β * x) * β) x := by
    simpa using ((hasDerivAt_id x).const_mul β).exp
  exact (h.const_add 1).inv (by positivity)
```

The main theorem first replaces H and K by their spectral forms, then G(H) and G(K) by theirs. Applying `lipschitz_levels` leaves only the scalar inequality for φ.

That inequality comes from `Convex.norm_image_sub_le_of_norm_hasDerivWithin_le`. On a convex set, this Mathlib theorem turns a bound on the norm of the derivative into a Lipschitz bound with the same constant. The set here is the whole real line, `Set.univ`, and the norm is the absolute value. No intermediate point has to be chosen; what remains is the slope bound, which `nlinarith` derives from β(1 − E)² ≥ 0.

```lean
/-- Stability of thermal density matrices: for Hermitian `H`, `K` and `β ≥ 0`, the squared Frobenius
distance of the density matrices is at most `(β/4)²` times that of `H` and `K`. -/
theorem thermal_stability {β : ℝ} (hβ : 0 ≤ β) {H K : Matrix n n ℂ}
    (hH : H.IsHermitian) (hK : K.IsHermitian) :
    ((thermal β H - thermal β K) ^ 2).trace.re ≤ (β / 4) ^ 2 * ((H - K) ^ 2).trace.re := by
  obtain ⟨U, a, hU, rfl⟩ := exists_levels hH
  obtain ⟨V, b, hV, rfl⟩ := exists_levels hK
  rw [(thermal_fromLevels β hU a).2, (thermal_fromLevels β hV b).2]
  refine lipschitz_levels hU hV a b (fermi β) (β / 4) fun x y => ?_
  -- the Fermi function is nowhere steeper than β/4
  refine Convex.norm_image_sub_le_of_norm_hasDerivWithin_le
    (fun z _ => (fermi_slope β z).hasDerivWithinAt) (fun z _ => ?_) convex_univ
    (Set.mem_univ y) (Set.mem_univ x)
  have hE := Real.exp_pos (β * z)
  rw [Real.norm_eq_abs, neg_div, abs_neg, abs_of_nonneg (by positivity),
    div_le_iff₀ (by positivity)]
  nlinarith [mul_nonneg hβ (sq_nonneg (1 - Real.exp (β * z)))]
```

## No smaller constant works for all Hermitian pairs

Suppose that c ≥ 0 can replace β/4 for every Hermitian pair of some non-zero size N. Taking H = x·1 and K = 0 gives

N(φ(x) − φ(0))² ≤ c²Nx².

Thus |φ(x) − φ(0)| ≤ c|x|, and letting x → 0 gives |φ′(0)| = |β|/4 ≤ c. In Lean, `hlip` is the inequality for φ, and `le_of_lip'` passes from it to the derivative. A particular pair may still respond much more weakly.

```lean
/-- In any non-zero dimension, if `c ≥ 0` and the Frobenius distance of the thermal density matrices
is at most `c` times that of `H` and `K` for all Hermitian `H`, `K`, then `c` is at least `β/4`. -/
theorem stability_sharp [Nonempty n] (β : ℝ) {c : ℝ} (hc : 0 ≤ c)
    (h : ∀ H K : Matrix n n ℂ, H.IsHermitian → K.IsHermitian →
      ((thermal β H - thermal β K) ^ 2).trace.re ≤ c ^ 2 * ((H - K) ^ 2).trace.re) :
    β / 4 ≤ c := by
  have h1 : (1 : Matrix n n ℂ)ᴴ * 1 = 1 := by simp
  have hN : (0 : ℝ) < Fintype.card n := by exact_mod_cast Fintype.card_pos
  have hsum : ∀ s : ℝ, ∑ i : n, ∑ j : n,
      ‖((1 : Matrix n n ℂ)ᴴ * 1 : Matrix n n ℂ) i j‖ ^ 2 * s =
      Fintype.card n * s := by
    intro s
    have hij : ∀ i j : n, ‖((1 : Matrix n n ℂ)ᴴ * 1 : Matrix n n ℂ) i j‖ ^ 2 * s =
        if i = j then s else 0 := by
      intro i j
      by_cases e : i = j <;> simp [e]
    simp only [hij]
    simp
  -- test on multiples of the identity
  have hlip : ∀ x, ‖fermi β x - fermi β 0‖ ≤ c * ‖x - 0‖ := by
    intro x
    have hx := h _ _ (fromLevels_isHermitian 1 fun _ => x) (fromLevels_isHermitian 1 fun _ => 0)
    rw [(thermal_fromLevels β h1 _).2, (thermal_fromLevels β h1 _).2, trace_sq_sub h1 h1,
      trace_sq_sub h1 h1, Complex.ofReal_re, Complex.ofReal_re, hsum, hsum] at hx
    have hsq : (fermi β x - fermi β 0) ^ 2 ≤ (c * (x - 0)) ^ 2 :=
      le_of_mul_le_mul_left (by linarith) hN
    have habs := sq_le_sq.mp hsq
    rwa [abs_mul, abs_of_nonneg hc] at habs
  have hd := (fermi_slope β 0).le_of_lip' hc (Filter.Eventually.of_forall hlip)
  have e : -(Real.exp (β * 0) * β) / (1 + Real.exp (β * 0)) ^ 2 = -(β / 4) := by
    rw [mul_zero, Real.exp_zero]
    ring
  rw [e, norm_neg, Real.norm_eq_abs] at hd
  exact (le_abs_self _).trans hd
```

## The error in a thermal expectation value

For a one-particle operator O, the thermal expectation value is tr(O G(H)). Let X now stand for G(H) − G(K). Then tr(OX) = Σ_ij O_ij X_ji, and the Cauchy–Schwarz inequality gives

|tr(OX)|² ≤ tr(OO†) tr X² ≤ tr(OO†) (β/4)² tr (H − K)².

O need not be Hermitian, but it must be the same for H and K. In tr(H G(H)), which is the mean energy minus the chemical potential times the mean electron number, the operator changes too, which adds the term tr((H − K)G(K)) to the difference. In the proof, `htri` bounds the trace by a sum of products of moduli, `hcs` applies Cauchy–Schwarz over all index pairs, and `hmain` is the main theorem.

```lean
/-- For Hermitian `H`, `K` and `β ≥ 0`, the thermal expectation value of any one-particle
operator `O` changes by at most `β/4` times the Frobenius norms of `O` and `H - K`. -/
theorem observable_stability {β : ℝ} (hβ : 0 ≤ β) {H K : Matrix n n ℂ}
    (hH : H.IsHermitian) (hK : K.IsHermitian) (O : Matrix n n ℂ) :
    ‖(O * (thermal β H - thermal β K)).trace‖ ^ 2 ≤
      (O * Oᴴ).trace.re * ((β / 4) ^ 2 * ((H - K) ^ 2).trace.re) := by
  have hG : ∀ {A : Matrix n n ℂ}, A.IsHermitian → (thermal β A).IsHermitian := by
    intro A hA
    obtain ⟨U, a, hU, rfl⟩ := exists_levels hA
    rw [(thermal_fromLevels β hU a).2]
    exact fromLevels_isHermitian _ _
  have hX := ((hG hH).sub (hG hK)).eq
  have hmain := thermal_stability hβ hH hK
  generalize thermal β H - thermal β K = X at hX hmain ⊢
  have hO : ∑ p : n × n, ‖O p.1 p.2‖ ^ 2 = (O * Oᴴ).trace.re := by
    simp only [trace_mul_adjoint, Complex.ofReal_re, Fintype.sum_prod_type]
  have hXs : ∑ p : n × n, ‖X p.2 p.1‖ ^ 2 = (X ^ 2).trace.re := by
    have hXX : X ^ 2 = X * Xᴴ := by rw [hX, sq]
    rw [hXX]
    simp only [trace_mul_adjoint, Complex.ofReal_re, Fintype.sum_prod_type]
    exact Finset.sum_comm
  have htri : ‖(O * X).trace‖ ≤ ∑ p : n × n, ‖O p.1 p.2‖ * ‖X p.2 p.1‖ := by
    simp only [Fintype.sum_prod_type, Matrix.trace, Matrix.diag_apply, Matrix.mul_apply]
    refine (norm_sum_le _ _).trans (Finset.sum_le_sum fun i _ =>
      (norm_sum_le _ _).trans (le_of_eq ?_))
    simp only [norm_mul]
  -- Cauchy-Schwarz over all pairs of indices
  have hcs := Finset.sum_mul_sq_le_sq_mul_sq Finset.univ
    (fun p : n × n => ‖O p.1 p.2‖) (fun p => ‖X p.2 p.1‖)
  rw [hO, hXs] at hcs
  have hpos : 0 ≤ (O * Oᴴ).trace.re := by
    rw [← hO]
    positivity
  exact ((pow_le_pow_left₀ (norm_nonneg _) htri 2).trans hcs).trans
    (mul_le_mul_of_nonneg_left hmain hpos)

end

end ThermalDensityStability
```

```lean
#print axioms ThermalDensityStability.thermal_stability
#print axioms ThermalDensityStability.stability_sharp
#print axioms ThermalDensityStability.observable_stability
```

```
'ThermalDensityStability.thermal_stability' depends on axioms: [propext, Classical.choice, Quot.sound]
'ThermalDensityStability.stability_sharp' depends on axioms: [propext, Classical.choice, Quot.sound]
'ThermalDensityStability.observable_stability' depends on axioms: [propext, Classical.choice, Quot.sound]
```
